# Averaging principal Berry phases over strings can miss the mean phase by a fraction of 2π

In a Berry-phase calculation of the electric polarisation of a crystal, the Brillouin zone is sampled by parallel strings of k-points. Each string yields a complex number whose argument is its Berry phase, and the component of the electronic polarisation along the strings follows from the average over them. A computer returns each argument in (−π, π]. If the phases cluster around π, with some just below it and some just above, the former come back near π and the latter near −π. Is the average still right up to a multiple of 2π, the ambiguity that polarisation permits?

## Strings, loop factors and means

Let N ≥ 1 strings, j = 0, …, N−1, have real phases θ_j. A string enters through its loop factor exp(iθ_j), which stands for the product along the string of the determinants of the overlap matrices between occupied states at neighbouring k-points, scaled to modulus one. For a single band each determinant is just an overlap.

```lean
import Mathlib

open scoped Real

namespace BerryPhaseBranch

noncomputable section

/-- The loop factor `exp(iθ)` of a string with Berry phase `θ`. -/
def loopFactor (θ : ℝ) : ℂ := Complex.exp (θ * Complex.I)
```

Write P(θ) for the argument of exp(iθ) in (−π, π]. In Lean it is `Complex.arg` of the loop factor, so the range comes from Mathlib's convention.

```lean
/-- The principal phase of a string: the argument, in `(-π, π]`, of its loop factor. -/
def principalPhase (θ : ℝ) : ℝ := Complex.arg (loopFactor θ)
```

Write ⟨x⟩ for the equally weighted mean of x_j over the strings. The instance `NeZero N` excludes an empty set of strings.

```lean
/-- The average of a quantity over `N` strings, for nonzero `N`. -/
def mean {N : ℕ} [NeZero N] (x : Fin N → ℝ) : ℝ := (∑ j, x j) / N
```

Let m be the number of strings with θ_j > π; a phase equal to π is not counted.

```lean
/-- The number of strings whose phase exceeds `π`. -/
def wrappedCount {N : ℕ} (θ : Fin N → ℝ) : ℕ :=
  (Finset.univ.filter (fun j => π < θ j)).card
```

Parts (d) to (f) assume |θ_j − c| < π for all j, with one centre c in [0, 2π]. Physically, the phases spread over less than a full turn. The range of c only fixes the branch, since a common shift of all θ_j by a multiple of 2π brings any centre into it. One step is left to the physics: that these θ_j are the values that continue smoothly from string to string, so that ⟨θ⟩ gives the polarisation. The hypotheses make no reference to transverse momentum.

## (a) Phases already in the principal range

Show that for −π < θ ≤ π

P(θ) = θ.

**Solution.** Since exp(iθ) = cos θ + i sin θ, θ is a polar angle of the loop factor. Only one polar angle lies in (−π, π], and θ does. The Lean proof makes the same rewriting with `Complex.exp_mul_I` and then uses Mathlib's lemma on the argument of cos θ + i sin θ.

```lean
/-- A phase in `(-π, π]` is its own principal phase. -/
theorem principalPhase_of_mem {θ : ℝ} (h1 : -π < θ) (h2 : θ ≤ π) :
    principalPhase θ = θ := by
  unfold principalPhase loopFactor
  rw [Complex.exp_mul_I]
  exact Complex.arg_cos_add_sin_mul_I ⟨h1, h2⟩
```

## (b) Lowering a phase by one turn

Show that for every real θ

P(θ − 2π) = P(θ).

**Solution.** The loop factors agree:

exp(i(θ − 2π)) = exp(iθ) exp(−2πi) = exp(iθ).

Equal numbers have equal arguments. In Lean, `h` expands the exponent and `Complex.exp_periodic` removes the turn.

```lean
/-- Lowering a string phase by `2π` leaves its principal phase unchanged. -/
theorem principalPhase_sub_two_pi (θ : ℝ) :
    principalPhase (θ - 2 * π) = principalPhase θ := by
  unfold principalPhase loopFactor
  have h : ((θ - 2 * π : ℝ) : ℂ) * Complex.I
      = θ * Complex.I - 2 * π * Complex.I := by
    push_cast
    ring
  rw [h, Complex.exp_periodic.sub_eq]
```

## (c) The principal phase on (−π, 3π]

Show that for −π < θ ≤ 3π

P(θ) = θ − 2π if θ > π, and P(θ) = θ otherwise.

**Solution.** If θ ≤ π, part (a) applies. If θ > π, then θ − 2π lies in (−π, π], so parts (b) and (a) give P(θ) = P(θ − 2π) = θ − 2π. The tactic `split_ifs` separates these two cases.

```lean
/-- For a phase in `(-π, 3π]`, taking the principal phase subtracts `2π` if the phase
exceeds `π`, and nothing otherwise. -/
theorem principalPhase_eq_sub_ite {θ : ℝ} (h1 : -π < θ) (h2 : θ ≤ 3 * π) :
    principalPhase θ = θ - if π < θ then 2 * π else 0 := by
  split_ifs with h
  · exact (principalPhase_sub_two_pi θ).symm.trans
      (principalPhase_of_mem (by linarith) (by linarith))
  · rw [sub_zero]
    exact principalPhase_of_mem h1 (not_lt.mp h)
```

## (d) The mean of the principal phases

Under the assumption on c, show that

⟨P(θ)⟩ = ⟨θ⟩ − 2πm/N.

**Solution.** From 0 ≤ c ≤ 2π and |θ_j − c| < π it follows that −π < θ_j < 3π, so part (c) holds for every string. Summing over j, each of the m strings above π contributes −2π:

Σ_j P(θ_j) = Σ_j θ_j − 2πm.

Divide by N. In Lean, `h` is part (c) for each string, and `Finset.sum_filter` with `Finset.sum_const` turns the sum of corrections into a count.

```lean
/-- If all string phases lie less than `π` from a centre `c` in `[0, 2π]`, the average of the
principal phases is the average phase minus `2πm/N`, where `m` strings have phase above `π`. -/
theorem mean_principalPhase {N : ℕ} [NeZero N] (θ : Fin N → ℝ) {c : ℝ}
    (hc0 : 0 ≤ c) (hc1 : c ≤ 2 * π) (hθ : ∀ j, |θ j - c| < π) :
    mean (fun j => principalPhase (θ j))
      = mean θ - 2 * π * (wrappedCount θ : ℝ) / N := by
  have h : ∀ j, principalPhase (θ j) = θ j - if π < θ j then 2 * π else 0 := by
    intro j
    obtain ⟨ha, hb⟩ := abs_lt.mp (hθ j)
    exact principalPhase_eq_sub_ite (by linarith) (by linarith)
  simp only [mean, wrappedCount]
  -- each wrapped string contributes one quantum to the sum
  rw [Finset.sum_congr rfl (fun j _ => h j), Finset.sum_sub_distrib,
    ← Finset.sum_filter, Finset.sum_const, nsmul_eq_mul]
  ring
```

## (e) A lower bound on the error

Let 0 < m < N. Show that for every integer k

|⟨P(θ)⟩ − (⟨θ⟩ + 2πk)| ≥ 2π/N.

**Solution.** By part (d),

⟨P(θ)⟩ − (⟨θ⟩ + 2πk) = −(2π/N)(m + kN).

The integer m + kN is not zero: for k ≥ 0 it is at least m > 0, and for k ≤ −1 it is at most m − N < 0. Its absolute value is therefore at least 1. The Lean steps are `hne` for the nonzero integer, `hone` for its size and `e` for the displayed identity.

For equally weighted strings within the assumed window, the electronic polarisation along the strings is then wrong by the fraction m/N of the amount that corresponds to a mean phase of 2π. Shifting the mean phase by a multiple of 2π cannot remove this error. The bound shrinks as N grows, but the error need not: if half of the strings lie above π, part (d) puts the average at least π away from every correct value, however many strings there are.

```lean
/-- If all string phases lie less than `π` from a centre in `[0, 2π]` and some but not all of them
exceed `π`, the average of the principal phases misses every value equal to the average phase modulo
`2π` by at least `2π/N`. -/
theorem fractional_quantum_error {N : ℕ} [NeZero N] (θ : Fin N → ℝ) {c : ℝ}
    (hc0 : 0 ≤ c) (hc1 : c ≤ 2 * π) (hθ : ∀ j, |θ j - c| < π)
    (hm0 : 0 < wrappedCount θ) (hmN : wrappedCount θ < N) (k : ℤ) :
    2 * π / N ≤ |mean (fun j => principalPhase (θ j)) - (mean θ + 2 * π * k)| := by
  have hN : (0 : ℝ) < N := by exact_mod_cast hm0.trans hmN
  have hpos : 0 < 2 * π / (N : ℝ) := div_pos Real.two_pi_pos hN
  -- the error is an integer multiple of `2π/N`, and that integer is not zero
  have hne : (wrappedCount θ : ℤ) + k * N ≠ 0 := by
    intro h0
    have a0 : (0 : ℤ) < wrappedCount θ := by exact_mod_cast hm0
    have a1 : (wrappedCount θ : ℤ) < N := by exact_mod_cast hmN
    rcases le_or_gt 0 k with hk | hk
    · nlinarith
    · have hk' : k + 1 ≤ 0 := by omega
      nlinarith
  have hone : (1 : ℝ) ≤ |(((wrappedCount θ : ℤ) + k * N : ℤ) : ℝ)| := by
    exact_mod_cast Int.one_le_abs hne
  have hk : 2 * π / (N : ℝ) * (k * N) = 2 * π * k := by
    field_simp
  have e : mean (fun j => principalPhase (θ j)) - (mean θ + 2 * π * k)
      = -(2 * π / N * (((wrappedCount θ : ℤ) + k * N : ℤ) : ℝ)) := by
    rw [mean_principalPhase θ hc0 hc1 hθ]
    push_cast
    linear_combination hk
  rw [e, abs_neg, abs_mul, abs_of_pos hpos]
  exact le_mul_of_one_le_right hpos.le hone
```

## (f) When the average is right modulo 2π

Under the assumption on c, show that

⟨P(θ)⟩ = ⟨θ⟩ + 2πk for some integer k, if and only if m = 0 or m = N.

**Solution.** If 0 < m < N, part (e) keeps the difference at least 2π/N from zero for every k, so equality fails. If m = 0, part (d) gives equality with k = 0. If m = N, it gives ⟨P(θ)⟩ = ⟨θ⟩ − 2π, so k = −1. Lean proves the forward direction by contradiction and supplies these two values of k for the converse. For a single string the condition always holds.

```lean
/-- If all string phases lie less than `π` from a centre in `[0, 2π]`, averaging principal phases
gives the average phase modulo `2π` exactly when none or all of the phases exceed `π`. -/
theorem mean_principalPhase_correct_iff {N : ℕ} [NeZero N] (θ : Fin N → ℝ) {c : ℝ}
    (hc0 : 0 ≤ c) (hc1 : c ≤ 2 * π) (hθ : ∀ j, |θ j - c| < π) :
    (∃ k : ℤ, mean (fun j => principalPhase (θ j)) = mean θ + 2 * π * k)
      ↔ wrappedCount θ = 0 ∨ wrappedCount θ = N := by
  have hN : (N : ℝ) ≠ 0 := Nat.cast_ne_zero.mpr (NeZero.ne N)
  have hle : wrappedCount θ ≤ N := by
    unfold wrappedCount
    exact (Finset.card_filter_le _ _).trans (by simp)
  constructor
  · rintro ⟨k, hk⟩
    by_contra hcon
    have hm : 0 < wrappedCount θ ∧ wrappedCount θ < N := by omega
    have hb := fractional_quantum_error θ hc0 hc1 hθ hm.1 hm.2 k
    rw [hk, sub_self, abs_zero] at hb
    have hpos : 0 < 2 * π / (N : ℝ) :=
      div_pos Real.two_pi_pos (lt_of_le_of_ne (Nat.cast_nonneg N) hN.symm)
    linarith
  · rintro (h | h)
    · refine ⟨0, ?_⟩
      rw [mean_principalPhase θ hc0 hc1 hθ, h]
      simp
    · -- all strings wrapped: the average moves by one whole quantum
      refine ⟨-1, ?_⟩
      rw [mean_principalPhase θ hc0 hc1 hθ, h, mul_div_cancel_right₀ _ hN]
      push_cast
      ring
```

## (g) Taking arguments about the centre

Let c be any real number with |θ_j − c| < π for all j. Show that

⟨c + arg(exp(iθ_j) exp(−ic))⟩ = ⟨θ⟩.

**Solution.** The product is exp(i(θ_j − c)), and θ_j − c lies in (−π, π). By part (a) its argument is θ_j − c, and adding c restores θ_j for each string. In Lean, `h` combines the exponentials and `hp` applies part (a). The expression `loopFactor (-c)` is a rotation here, not a string. A suitable c has to be supplied; the theorem does not find one.

```lean
/-- If all string phases lie less than `π` from a real centre `c`, then rotating each loop factor by
`exp(-ic)`, taking its argument and adding `c` back gives the exact average phase. -/
theorem mean_centred_phase {N : ℕ} [NeZero N] (θ : Fin N → ℝ) {c : ℝ}
    (hθ : ∀ j, |θ j - c| < π) :
    mean (fun j => c + Complex.arg (loopFactor (θ j) * loopFactor (-c))) = mean θ := by
  congr 1
  funext j
  obtain ⟨ha, hb⟩ := abs_lt.mp (hθ j)
  have h : loopFactor (θ j) * loopFactor (-c) = loopFactor (θ j - c) := by
    unfold loopFactor
    rw [← Complex.exp_add]
    congr 1
    push_cast
    ring
  have hp : Complex.arg (loopFactor (θ j - c)) = θ j - c :=
    principalPhase_of_mem ha hb.le
  rw [h, hp]
  ring
```

## (h) Two strings on either side of π

For θ_0 = π/2 and θ_1 = 3π/2, show that

⟨P(θ)⟩ = 0 and ⟨θ⟩ = π.

**Solution.** By part (a), P(π/2) = π/2. By part (c), P(3π/2) = −π/2. These average to 0, whereas (π/2 + 3π/2)/2 = π. The error is half a turn, which equals 2π/N for N = 2, so the bound in part (e) is attained. The loop factors here are i and −i, which the phases π/2 and −π/2 would fit equally well, so π is the right mean only because the θ_j are given. The phases 0.9π and 1.1π lead to the same two means, 0 and π, and their loop factors clearly cluster around −1. Lean computes the principal phases in `h1` and `h2`, then evaluates both two-term sums.

```lean
/-- Two strings with phases `π/2` and `3π/2` have average phase `π`, while their principal
phases average to `0`. -/
theorem half_quantum_error :
    mean (fun j => principalPhase (![π / 2, 3 * π / 2] j)) = 0
      ∧ mean ![π / 2, 3 * π / 2] = π := by
  have hpi := Real.pi_pos
  have h1 : principalPhase (π / 2) = π / 2 :=
    principalPhase_of_mem (by linarith) (by linarith)
  have h2 : principalPhase (3 * π / 2) = -(π / 2) := by
    rw [principalPhase_eq_sub_ite (by linarith) (by linarith), if_pos (by linarith)]
    ring
  constructor
  · simp only [mean, Fin.sum_univ_two, Matrix.cons_val_zero, Matrix.cons_val_one]
    rw [h1, h2]
    ring
  · simp only [mean, Fin.sum_univ_two, Matrix.cons_val_zero, Matrix.cons_val_one]
    push_cast
    ring

end

end BerryPhaseBranch
```

```lean
#print axioms BerryPhaseBranch.mean_principalPhase_correct_iff
#print axioms BerryPhaseBranch.mean_centred_phase
#print axioms BerryPhaseBranch.half_quantum_error
```

```
'BerryPhaseBranch.mean_principalPhase_correct_iff' depends on axioms: [propext, Classical.choice, Quot.sound]
'BerryPhaseBranch.mean_centred_phase' depends on axioms: [propext, Classical.choice, Quot.sound]
'BerryPhaseBranch.half_quantum_error' depends on axioms: [propext, Classical.choice, Quot.sound]
```
